# Mode Grüneisen parameters of a positive definite dynamical matrix sum to $-\tfrac{V}{2}\,d(\ln\det D)/dV$

## Dynamical matrix and mode parameters

Let $D(v)$ be a finite real matrix depending on the volume $v$: the mass-weighted dynamical matrix, whose eigenvalues are squared angular frequencies. At the volume $V$ of interest, $D(V)$ is symmetric and positive definite, and every entry of $D$ has a derivative there. The matrix of these derivatives is $D'$.

An orthonormal eigenbasis $e_k$ at $V$ satisfies

$$e_j\cdot e_k=\delta_{jk},\qquad D(V)e_k=l_k e_k,\qquad l_k=\omega_k^2 .$$

Eigenvalues may coincide. The mode Grüneisen parameter of $e_k$ is defined here by the formula of nondegenerate first-order perturbation theory, applied to whichever eigenbasis is chosen:

$$\gamma_k=-\frac{V\,e_k\cdot D'e_k}{2l_k}.$$

The total $\sum_k\gamma_k$ is an unweighted sum, not an average over modes.

## Agreement with the slope of a phonon branch

The usual definition is $\gamma=-V\omega'/\omega$, where $\omega'$ is the volume derivative of the frequency. Suppose that $\omega(v)>0$ and $e(v)$ are differentiable at $V$, satisfy $D(v)e(v)=\omega(v)^2e(v)$ near $V$, and that $e=e(V)$ has unit length. Differentiate the eigenvalue equation at $V$ and project on $e$:

$$e\cdot D'e+e\cdot D(V)e'=2\omega\omega'+\omega^2\,e\cdot e'.$$

Since $D(V)$ is symmetric, $e\cdot D(V)e'=\omega^2\,e\cdot e'$, so the terms with $e'$ cancel. What remains is $e\cdot D'e=2\omega\omega'$, and therefore

$$-\frac{V\,e\cdot D'e}{2\omega^2}=-\frac{V\omega'}{\omega}.$$

## The sum from one determinant

The claim is that, for every orthonormal eigenbasis of $D(V)$,

$$\sum_k\gamma_k=-\frac V2\left.\frac{d}{dv}\ln\det D(v)\right|_{v=V}.$$

Keep the eigenvectors at $V$ fixed and write the matrix at nearby volumes in that basis:

$$M_{jk}(v)=e_j\cdot D(v)e_k .$$

If $E$ has the vectors $e_j$ as rows, then $M=EDE^{T}$ and $EE^{T}=1$, so $\det M(v)=\det D(v)$. Moreover, $M(V)$ is diagonal with entries $l_k$.

Now differentiate the Leibniz expansion $\det M=\sum_\sigma \operatorname{sgn}(\sigma)\prod_i M_{\sigma(i)i}$:

$$(\det M)'=\sum_\sigma\operatorname{sgn}(\sigma)\sum_i M'_{\sigma(i)i}\prod_{j\ne i}M_{\sigma(j)j}(V).$$

A permutation other than the identity moves at least two indices. Whichever factor $i$ is differentiated, some moved index $j\neq i$ remains and contributes an off-diagonal entry of $M(V)$, which is zero. Only the identity survives:

$$(\det M)'=\sum_i M'_{ii}\prod_{j\ne i}l_j .$$

Positive definiteness gives $l_k=e_k\cdot D(V)e_k>0$. Dividing by $\det D(V)=\prod_k l_k$ yields

$$(\ln\det D)'=\sum_k\frac{e_k\cdot D'e_k}{l_k},$$

and multiplication by $-V/2$ gives the claim.

## Classical free energy and thermal pressure

For $N$ classical harmonic modes at fixed temperature $T$, with $k_BT$ written `kT` in the code,

$$F=k_BT\sum_k\ln\frac{\hbar\omega_k}{k_BT}
=k_BT\left[\tfrac12\ln\det D+N\ln\frac{\hbar}{k_BT}\right].$$

Hence $dF/dV=-(k_BT/V)\sum_k\gamma_k$, and the vibrational pressure is $(k_BT/V)\sum_k\gamma_k$. In a quasi-harmonic calculation on a finite, stable system, this classical pressure can be obtained from $\ln\det D$ at neighbouring volumes, without matching branches.

## Basis dependence at a crossing

Take $D(v)=\mathrm{diag}(v,2-v)$ at $V=1$. Both eigenvalues equal 1, and $D'=\mathrm{diag}(1,-1)$. The basis $(1,0),(0,1)$ gives $\gamma=-\tfrac12,\tfrac12$, while $(\tfrac35,\tfrac45),(-\tfrac45,\tfrac35)$ gives $\tfrac7{50},-\tfrac7{50}$. The individual values change with the basis; both sums are zero. Of these two bases, only the first follows the differentiable branches $\omega=\sqrt v$ and $\omega=\sqrt{2-v}$, so only its values are the slopes $-V\omega'/\omega$.

## The statement in Lean

In `total_grueneisen`, the finite type `n` labels both coordinates and modes, so there are as many vectors as dimensions. `e k` is the $k$-th vector and `l k` its squared frequency. The hypotheses are:

- `hD`: each entry of `D` has the corresponding entry of `D'` as its derivative at `V`.
- `hpos`: `D V` is positive definite, which in Mathlib includes symmetry. This describes a structure stable against every displacement in the model.
- `h`: `e` and `l` satisfy `IsModeBasis (D V) e l`, the orthonormality and eigenvalue equations above.

The conclusion equates the sum of `modeGrueneisen` with the logarithmic derivative. It needs no sign condition on `V`, and symmetry only at that volume.

`hasDerivAt_classicalFreeEnergy` assumes more: positive `V`, `hbar` and `kT`, and positive definiteness with a mode basis at every volume near `V`. The bases and labels may jump from one volume to the next.

The model is real, finite and harmonic, with volume as its only parameter. Free translations of a crystal have zero frequency and must be removed or pinned first. Complex Hermitian matrices at general wavevectors would need a separate version. In the quantum vibrational pressure each $\gamma_k$ is weighted by the mean energy of its mode, which depends on $\omega_k$, instead of by the common factor $k_BT$.

```lean
import Mathlib

open Matrix Finset Filter Topology

namespace TotalGrueneisen

noncomputable section

variable {n : Type*} [Fintype n] [DecidableEq n]

/-- The vectors `e k` are orthonormal eigenvectors of the dynamical matrix `D`
with eigenvalues (squared frequencies) `l k`; degeneracies are allowed. -/
structure IsModeBasis (D : Matrix n n ℝ) (e : n → n → ℝ) (l : n → ℝ) : Prop where
  orthonormal : ∀ j k, e j ⬝ᵥ e k = if j = k then 1 else 0
  eigen : ∀ k, D *ᵥ e k = l k • e k

/-- Mode Grueneisen parameter `-V ⟨e, D' e⟩ / (2 l)` of a unit-length mode `e` with squared
frequency `l ≠ 0`, where `D'` is the volume derivative of the dynamical matrix. -/
def modeGrueneisen (V : ℝ) (D' : Matrix n n ℝ) (e : n → ℝ) (l : ℝ) : ℝ :=
  -V * (e ⬝ᵥ D' *ᵥ e) / (2 * l)

/-- Classical vibrational free energy `kT ∑ ln(ħ ω / kT)` of modes with squared
frequencies `l k > 0`, for `ħ > 0` and `kT > 0`. -/
def classicalFreeEnergy (hbar kT : ℝ) (l : n → ℝ) : ℝ :=
  kT * ∑ k, Real.log (hbar * √(l k) / kT)

omit [DecidableEq n] in
/-- On a phonon branch with differentiable frequency `ω` and polarization `e`, normalized at `V`,
with `D` differentiable at `V`, `D V` symmetric and `ω V > 0`, the mode parameter at `V` is
`-V ω' / ω`. -/
theorem modeGrueneisen_eq_of_branch {D : ℝ → Matrix n n ℝ} {D' : Matrix n n ℝ} {V : ℝ}
    (hD : ∀ i j, HasDerivAt (fun v => D v i j) (D' i j) V) (hS : (D V).IsSymm)
    {e : ℝ → n → ℝ} {e' : n → ℝ} (he : ∀ i, HasDerivAt (fun v => e v i) (e' i) V)
    {ω : ℝ → ℝ} {ω' : ℝ} (hω : HasDerivAt ω ω' V) (hpos : 0 < ω V)
    (hnorm : e V ⬝ᵥ e V = 1) (hmode : ∀ᶠ v in 𝓝 V, D v *ᵥ e v = (ω v ^ 2) • e v) :
    modeGrueneisen V D' (e V) (ω V ^ 2) = -V * ω' / ω V := by
  -- differentiate both sides of the eigenvalue equation, projected on `e V`
  have h1 : HasDerivAt (fun v => e V ⬝ᵥ D v *ᵥ e v)
      (e V ⬝ᵥ D' *ᵥ e V + e V ⬝ᵥ D V *ᵥ e') V := by
    simp only [dotProduct, Matrix.mulVec]
    refine HasDerivAt.congr_deriv (HasDerivAt.fun_sum fun a _ =>
      (HasDerivAt.fun_sum fun b _ => (hD a b).fun_mul (he b)).const_mul (e V a)) ?_
    simp only [Finset.sum_add_distrib, mul_add]
  have hdot : HasDerivAt (fun v => e V ⬝ᵥ e v) (e V ⬝ᵥ e') V := by
    simp only [dotProduct]
    exact HasDerivAt.fun_sum fun a _ => (he a).const_mul (e V a)
  have h2 : HasDerivAt (fun v => ω v ^ 2 * (e V ⬝ᵥ e v))
      (2 * ω V * ω' * (e V ⬝ᵥ e V) + ω V ^ 2 * (e V ⬝ᵥ e')) V :=
    ((hω.fun_pow 2).fun_mul hdot).congr_deriv (by simp)
  have h3 := h1.unique (h2.congr_of_eventuallyEq
    (hmode.mono fun v hv => by simp only [hv, dotProduct_smul, smul_eq_mul]))
  -- the change of polarization drops out by symmetry
  have h4 : e V ⬝ᵥ D V *ᵥ e' = ω V ^ 2 * (e V ⬝ᵥ e') := by
    rw [Matrix.dotProduct_mulVec, ← Matrix.mulVec_transpose, hS.eq,
      hmode.self_of_nhds, smul_dotProduct, smul_eq_mul]
  have h5 : e V ⬝ᵥ D' *ᵥ e V = 2 * ω V * ω' := by
    rw [h4, hnorm] at h3
    linarith
  have h6 : ω V ≠ 0 := hpos.ne'
  rw [modeGrueneisen, h5, div_eq_div_iff (by positivity) h6]
  ring

/-- Where a differentiable matrix family is diagonal, the derivative of its determinant
involves only the diagonal entries of the derivative matrix. -/
theorem hasDerivAt_det_of_diagonal {M : ℝ → Matrix n n ℝ} {M' : Matrix n n ℝ} {V : ℝ}
    (hM : ∀ i j, HasDerivAt (fun v => M v i j) (M' i j) V) {l : n → ℝ}
    (hV : M V = Matrix.diagonal l) :
    HasDerivAt (fun v => (M v).det) (∑ i, (∏ j ∈ univ.erase i, l j) * M' i i) V := by
  have h : ∀ σ : Equiv.Perm n, HasDerivAt (fun v => ∏ i, M v (σ i) i)
      (∑ i, (∏ j ∈ univ.erase i, M V (σ j) j) * M' (σ i) i) V := by
    intro σ
    simpa only [smul_eq_mul] using HasDerivAt.fun_finsetProd (u := univ)
      (f := fun i v => M v (σ i) i) (f' := fun i => M' (σ i) i) (fun i _ => hM (σ i) i)
  have hs : HasDerivAt
      (fun v => ∑ σ : Equiv.Perm n, ((Equiv.Perm.sign σ : ℤ) : ℝ) * ∏ i, M v (σ i) i)
      (∑ σ : Equiv.Perm n, ((Equiv.Perm.sign σ : ℤ) : ℝ) *
        ∑ i, (∏ j ∈ univ.erase i, M V (σ j) j) * M' (σ i) i) V :=
    HasDerivAt.fun_sum fun σ _ => (h σ).const_mul _
  simp only [Matrix.det_apply']
  refine hs.congr_deriv ?_
  rw [Finset.sum_eq_single (1 : Equiv.Perm n)]
  · simp [hV]
  · -- any other permutation moves a second index, which gives a vanishing factor
    intro σ _ hσ
    refine mul_eq_zero_of_right _ (Finset.sum_eq_zero fun i _ => ?_)
    obtain ⟨j, hji, hj⟩ : ∃ j, j ≠ i ∧ σ j ≠ j := by
      by_contra hcon
      have hfix : ∀ j, j ≠ i → σ j = j := fun j hj => by
        by_contra hne
        exact hcon ⟨j, hj, hne⟩
      have hi : σ i = i := by
        by_contra hne
        exact hne (σ.injective (hfix _ hne))
      refine hσ (Equiv.ext fun k => ?_)
      by_cases hk : k = i
      · simpa [hk] using hi
      · simpa using hfix k hk
    have hz : ∏ k ∈ univ.erase i, M V (σ k) k = 0 :=
      Finset.prod_eq_zero (Finset.mem_erase.2 ⟨hji, Finset.mem_univ j⟩)
        (by rw [hV]; exact Matrix.diagonal_apply_ne _ hj)
    rw [hz, zero_mul]
  · intro h1
    exact absurd (Finset.mem_univ _) h1

/-- Rewriting a matrix in an orthonormal basis leaves its determinant unchanged. -/
theorem det_in_basis {e : n → n → ℝ}
    (he : ∀ j k, e j ⬝ᵥ e k = if j = k then 1 else 0) (A : Matrix n n ℝ) :
    (Matrix.of fun j k => e j ⬝ᵥ A *ᵥ e k).det = A.det := by
  have hE : Matrix.of e * (Matrix.of e)ᵀ = 1 := by
    ext j k
    simpa [Matrix.mul_apply, dotProduct, Matrix.one_apply] using he j k
  have hA : (Matrix.of fun j k => e j ⬝ᵥ A *ᵥ e k)
      = Matrix.of e * (A * (Matrix.of e)ᵀ) := by
    ext j k
    simp only [Matrix.mul_apply, dotProduct, Matrix.mulVec, Matrix.transpose_apply,
      Matrix.of_apply]
  have hd := congrArg Matrix.det hE
  rw [Matrix.det_mul, Matrix.det_transpose, Matrix.det_one] at hd
  rw [hA, Matrix.det_mul, Matrix.det_mul, Matrix.det_transpose]
  linear_combination A.det * hd

/-- In its own mode basis the dynamical matrix is diagonal. -/
theorem IsModeBasis.diagonal {D : Matrix n n ℝ} {e : n → n → ℝ} {l : n → ℝ}
    (h : IsModeBasis D e l) :
    (Matrix.of fun j k => e j ⬝ᵥ D *ᵥ e k) = Matrix.diagonal l := by
  ext j k
  simp only [Matrix.of_apply, h.eigen, dotProduct_smul, h.orthonormal, smul_eq_mul]
  by_cases hjk : j = k
  · simp [hjk]
  · simp [hjk]

/-- The squared frequencies of a positive definite dynamical matrix are positive. -/
theorem IsModeBasis.pos {D : Matrix n n ℝ} {e : n → n → ℝ} {l : n → ℝ}
    (h : IsModeBasis D e l) (hD : D.PosDef) (k : n) : 0 < l k := by
  have hk : e k ≠ 0 := by
    intro h0
    have h1 := h.orthonormal k k
    simp [h0] at h1
  have h2 := hD.dotProduct_mulVec_pos hk
  simpa [h.eigen, dotProduct_smul, h.orthonormal] using h2

/-- For `D` differentiable at `V` and `D V` positive definite, the volume derivative of
`ln det D` is the sum of `⟨e k, D' e k⟩ / l k` over any orthonormal eigenbasis of `D V`. -/
theorem hasDerivAt_log_det {D : ℝ → Matrix n n ℝ} {D' : Matrix n n ℝ} {V : ℝ}
    (hD : ∀ i j, HasDerivAt (fun v => D v i j) (D' i j) V) (hpos : (D V).PosDef)
    {e : n → n → ℝ} {l : n → ℝ} (h : IsModeBasis (D V) e l) :
    HasDerivAt (fun v => Real.log (D v).det) (∑ k, (e k ⬝ᵥ D' *ᵥ e k) / l k) V := by
  have hl : ∀ k, l k ≠ 0 := fun k => (h.pos hpos k).ne'
  have hM : ∀ j k, HasDerivAt (fun v => (Matrix.of fun j k => e j ⬝ᵥ D v *ᵥ e k) j k)
      ((Matrix.of fun j k => e j ⬝ᵥ D' *ᵥ e k) j k) V := by
    intro j k
    simp only [Matrix.of_apply, dotProduct, Matrix.mulVec]
    exact HasDerivAt.fun_sum fun a _ =>
      (HasDerivAt.fun_sum fun b _ => (hD a b).mul_const (e k b)).const_mul (e j a)
  have hdet := hasDerivAt_det_of_diagonal hM h.diagonal
  simp only [det_in_basis h.orthonormal, Matrix.of_apply] at hdet
  have hV : (D V).det = ∏ k, l k := by
    rw [← det_in_basis h.orthonormal, h.diagonal, Matrix.det_diagonal]
  have hne : (D V).det ≠ 0 := by
    rw [hV]
    exact Finset.prod_ne_zero_iff.2 fun k _ => hl k
  refine (hdet.log hne).congr_deriv ?_
  rw [hV, Finset.sum_div]
  refine Finset.sum_congr rfl fun k _ => ?_
  have hk : ∏ j ∈ univ.erase k, l j ≠ 0 := Finset.prod_ne_zero_iff.2 fun j _ => hl j
  rw [← Finset.mul_prod_erase univ l (Finset.mem_univ k),
    div_eq_div_iff (mul_ne_zero (hl k) hk) (hl k)]
  ring

/-- For `D` differentiable at `V` and `D V` positive definite, the mode Grueneisen
parameters of any orthonormal eigenbasis of `D V` sum to `-(V/2) d(ln det D)/dV`. -/
theorem total_grueneisen {D : ℝ → Matrix n n ℝ} {D' : Matrix n n ℝ} {V : ℝ}
    (hD : ∀ i j, HasDerivAt (fun v => D v i j) (D' i j) V) (hpos : (D V).PosDef)
    {e : n → n → ℝ} {l : n → ℝ} (h : IsModeBasis (D V) e l) :
    ∑ k, modeGrueneisen V D' (e k) (l k)
      = -(V / 2) * deriv (fun v => Real.log (D v).det) V := by
  rw [(hasDerivAt_log_det hD hpos h).deriv, Finset.mul_sum]
  refine Finset.sum_congr rfl fun k _ => ?_
  rw [modeGrueneisen]
  ring

/-- Let `D` be differentiable at `V > 0` and positive definite near `V`, with modes chosen
and labelled independently at each volume. For `ħ, kT > 0` the classical vibrational free
energy has volume derivative `-(kT/V)` times the total Grueneisen parameter. -/
theorem hasDerivAt_classicalFreeEnergy {D : ℝ → Matrix n n ℝ} {D' : Matrix n n ℝ}
    {V hbar kT : ℝ} (hV : 0 < V) (hh : 0 < hbar) (hT : 0 < kT)
    (hD : ∀ i j, HasDerivAt (fun v => D v i j) (D' i j) V)
    (hpos : ∀ᶠ v in 𝓝 V, (D v).PosDef) {e : ℝ → n → n → ℝ} {l : ℝ → n → ℝ}
    (h : ∀ᶠ v in 𝓝 V, IsModeBasis (D v) (e v) (l v)) :
    HasDerivAt (fun v => classicalFreeEnergy hbar kT (l v))
      (-(kT / V) * ∑ k, modeGrueneisen V D' (e V k) (l V k)) V := by
  -- the free energy depends on the modes only through the determinant
  have hF : (fun v => classicalFreeEnergy hbar kT (l v)) =ᶠ[𝓝 V] fun v =>
      kT * (Real.log (D v).det / 2 + (Fintype.card n : ℝ) * Real.log (hbar / kT)) := by
    filter_upwards [hpos, h] with v hp hm
    have hl := hm.pos hp
    have hlog : Real.log (∏ k, l v k) = ∑ k, Real.log (l v k) := by
      rw [Real.log_prod]
      exact fun k _ => (hl k).ne'
    have hk : ∀ k, Real.log (hbar * √(l v k) / kT)
        = Real.log (l v k) / 2 + Real.log (hbar / kT) := by
      intro k
      rw [mul_div_right_comm, Real.log_mul (div_pos hh hT).ne' (Real.sqrt_pos.2 (hl k)).ne',
        Real.log_sqrt (hl k).le]
      ring
    rw [← det_in_basis hm.orthonormal, hm.diagonal, Matrix.det_diagonal, hlog]
    simp only [classicalFreeEnergy, hk]
    rw [Finset.sum_add_distrib, ← Finset.sum_div, Finset.sum_const, Finset.card_univ,
      nsmul_eq_mul]
  have hd := hasDerivAt_log_det hD hpos.self_of_nhds h.self_of_nhds
  refine ((((hd.div_const 2).add_const _).const_mul kT).congr_of_eventuallyEq
    hF).congr_deriv ?_
  rw [total_grueneisen hD hpos.self_of_nhds h.self_of_nhds, hd.deriv]
  generalize (∑ k, (e V k ⬝ᵥ D' *ᵥ e V k) / l V k) = S
  have hV' : V ≠ 0 := hV.ne'
  field_simp

/-- Two modes with squared frequencies `v` and `2 - v`, which cross at `v = 1`. -/
def crossingPair (v : ℝ) : Matrix (Fin 2) (Fin 2) ℝ := !![v, 0; 0, 2 - v]

/-- At the crossing, two orthonormal eigenbases of the same dynamical matrix have first
modes with different Grueneisen parameters, `-1/2` and `7/50`. -/
theorem single_mode_depends_on_basis :
    (∀ i j, HasDerivAt (fun v => crossingPair v i j)
      ((!![1, 0; 0, -1] : Matrix (Fin 2) (Fin 2) ℝ) i j) 1) ∧
    IsModeBasis (crossingPair 1) ![![1, 0], ![0, 1]] ![1, 1] ∧
    IsModeBasis (crossingPair 1) ![![3/5, 4/5], ![-4/5, 3/5]] ![1, 1] ∧
    modeGrueneisen 1 !![1, 0; 0, -1] ![1, 0] 1 = -1/2 ∧
    modeGrueneisen 1 !![1, 0; 0, -1] ![3/5, 4/5] 1 = 7/50 := by
  refine ⟨?_, ⟨?_, ?_⟩, ⟨?_, ?_⟩, ?_, ?_⟩
  · intro i j
    fin_cases i <;> fin_cases j
    · exact hasDerivAt_id' (1 : ℝ)
    · exact hasDerivAt_const (1 : ℝ) (0 : ℝ)
    · exact hasDerivAt_const (1 : ℝ) (0 : ℝ)
    · exact (hasDerivAt_id' (1 : ℝ)).const_sub 2
  · intro j k
    fin_cases j <;> fin_cases k <;> norm_num [dotProduct, Fin.sum_univ_two]
  · intro k
    ext i
    fin_cases k <;> fin_cases i <;>
      norm_num [crossingPair, Matrix.mulVec, dotProduct, Fin.sum_univ_two]
  · intro j k
    fin_cases j <;> fin_cases k <;> norm_num [dotProduct, Fin.sum_univ_two]
  · intro k
    ext i
    fin_cases k <;> fin_cases i <;>
      norm_num [crossingPair, Matrix.mulVec, dotProduct, Fin.sum_univ_two]
  · norm_num [modeGrueneisen, Matrix.mulVec, dotProduct, Fin.sum_univ_two]
  · norm_num [modeGrueneisen, Matrix.mulVec, dotProduct, Fin.sum_univ_two]

end

end TotalGrueneisen
```

```lean
#print axioms TotalGrueneisen.modeGrueneisen_eq_of_branch
-- 'TotalGrueneisen.modeGrueneisen_eq_of_branch' depends on axioms: [propext, Classical.choice, Quot.sound]
#print axioms TotalGrueneisen.total_grueneisen
-- 'TotalGrueneisen.total_grueneisen' depends on axioms: [propext, Classical.choice, Quot.sound]
#print axioms TotalGrueneisen.hasDerivAt_classicalFreeEnergy
-- 'TotalGrueneisen.hasDerivAt_classicalFreeEnergy' depends on axioms: [propext, Classical.choice, Quot.sound]
#print axioms TotalGrueneisen.single_mode_depends_on_basis
-- 'TotalGrueneisen.single_mode_depends_on_basis' depends on axioms: [propext, Classical.choice, Quot.sound]
```

## From the derivation to the Lean proof

`modeGrueneisen_eq_of_branch` computes the derivative of each side of the projected eigenvalue equation as `h1` and `h2`. Uniqueness of derivatives equates them in `h3`. Symmetry enters in `h4`, and `h5` is the relation $e\cdot D'e=2\omega\omega'$.

`hasDerivAt_det_of_diagonal` carries out the Leibniz argument. `Finset.sum_eq_single` isolates the identity permutation. For any other `σ`, the proof finds an index `j ≠ i` with `σ j ≠ j`: if there were none, injectivity would force `σ` to fix `i` as well. The corresponding factor makes the product vanish.

`det_in_basis` proves that the determinant is unchanged by writing the matrix as $EAE^{T}$. `IsModeBasis.diagonal` identifies the matrix in its mode basis with `Matrix.diagonal l`, and `IsModeBasis.pos` obtains positive eigenvalues from the quadratic form.

`hasDerivAt_log_det` combines these results. Its `hM` differentiates $M_{jk}$ with the vectors held fixed, `hdet.log hne` applies the chain rule to the logarithm, and `Finset.mul_prod_erase` separates $l_k$ from the full product so that the other factors cancel. `total_grueneisen` then distributes $-V/2$ over the sum and compares the terms.

For the free energy, `hF` shows that the mode sum equals the determinant expression throughout a neighbourhood of `V`. The derivative is therefore taken of a function that no longer contains mode labels. Finally, `single_mode_depends_on_basis` checks the crossing example: the derivative matrix entry by entry with standard derivative lemmas, both eigenbases with `fin_cases` and `norm_num`, and the two first-mode values with `norm_num`.
